# For a finite bipartite state of fixed total charge, the Schmidt rank is the sum of the sector ranks

A pure state of two parts is represented by its coefficient matrix $\psi(s,t)$, where $s$ labels a finite orthonormal basis of the left part and $t$ one of the right part. Each label carries a charge, $a(s)$ or $b(t)$. For a given total charge $N$, the sector $\psi_q$ is the sub-block with rows $a(s)=q$ and columns $q+b(t)=N$. Writing the column condition as a sum avoids the difference $N-q$, which natural-number subtraction would set to zero for $q>N$. It also lets one definition serve for particle numbers, pairs $(N_\uparrow,N_\downarrow)$ and parity.

## Rank and reduced density matrix by sector

Suppose that $\psi$ has total charge $N$, meaning that $\psi(s,t)=0$ unless $a(s)+b(t)=N$. Then the reduced density matrix of the left part, $\rho=\psi\psi^*$ with $\psi^*$ the conjugate transpose, vanishes between rows of different charge, its charge-$q$ block is $\psi_q\psi_q^*$, and

$$\operatorname{rank}\rho=\operatorname{rank}\psi=\sum_q \operatorname{rank}\psi_q ,$$

where $q$ runs over the charges that occur on the left. For particle numbers, the sum may run over $q=0,\dots,N$ instead.

## Counting bond states block by block

A matrix product state code that uses particle-number symmetry can store and decompose each sector separately, then add up the numbers of retained states. If exactly the nonzero singular values of a finite state are kept at a single cut, the formula says that this sum is $\operatorname{rank}\psi$. This is the Schmidt rank, the smallest bond dimension that represents the state across that cut without truncation.

## Restricting to sectors and gluing them back

For particle numbers, the total number operator multiplies $\psi(s,t)$ by $a(s)+b(t)$. Its eigenvalue equation is therefore $(a(s)+b(t)-N)\,\psi(s,t)=0$ for all $s,t$, which is the support condition.

For the reduced density matrix, write

$$\rho(s,s')=\sum_t\psi(s,t)\,\overline{\psi(s',t)} .$$

A nonzero term needs $a(s)+b(t)=N=a(s')+b(t)$, and cancelling $b(t)$ gives $a(s)=a(s')$. If both rows have charge $q$, only columns with $q+b(t)=N$ contribute, which leaves $\psi_q\psi_q^*$.

For the rank, take a vector $x$ on the columns and let $x_q$ be its restriction to the columns of sector $q$. If $a(s)=q$, then

$$(\psi x)(s)=\sum_{t:\,q+b(t)=N}\psi(s,t)\,x(t)=(\psi_q x_q)(s).$$

Restricting a vector $v=\psi x$ to the rows of each charge thus gives a linear map $F$ from the range of $\psi$ to the product of the ranges of the $\psi_q$.

- $F$ is injective: every row has some charge, so the restrictions determine $v$.
- $F$ is surjective: given vectors $\psi_q x_q$, one for each $q$, define $X(t)=x_q(t)$ if $t$ belongs to sector $q$, and $X(t)=0$ if it belongs to none. This is unambiguous, since $q+b(t)=N=q'+b(t)$ forces $q=q'$. Then $\psi X$ restricts to $\psi_q x_q$ for every $q$.

Comparing dimensions gives the rank formula. For particle numbers, a value $q\le N$ that does not occur on the left gives a block without rows, and an occurring $q>N$ gives a block without columns. Both have rank zero, so the two ranges of summation agree.

Finally, $\psi\psi^*y=0$ implies $\|\psi^*y\|^2=y^*\psi\psi^*y=0$. Hence $\psi\psi^*$ and $\psi^*$ have the same kernel, and $\operatorname{rank}\rho=\operatorname{rank}\psi^*=\operatorname{rank}\psi$.

## A product state that violates the support condition

Let each part be one site with occupation 0 or 1, let $N=1$, and take

$$\psi=\tfrac12\begin{pmatrix}1&1\\1&1\end{pmatrix}.$$

This normalised state mixes total occupations 0, 1 and 2. It is admissible if the occupation labels the levels of a two-level system, but not for fermions, whose parity superselection rule forbids superpositions of even and odd particle numbers. Its rank is 1, but its sectors $\psi_0$ and $\psi_1$ are both the $1\times1$ matrix $(1/2)$, so the sector ranks add up to 2. The off-diagonal elements of $\rho$ are $1/2$, so the block structure fails too.

## The Lean file

```lean
import Mathlib

open Matrix Finset
open scoped ComplexOrder

namespace SymmetricSchmidtRank

variable {m n Q : Type*} [Fintype m] [Fintype n] [AddCancelCommMonoid Q] [DecidableEq Q]

/-- The bipartite state with coefficients `ψ s t` has total charge `N`: a coefficient vanishes
unless the charges `a s` and `b t` of the two parts add up to `N`. -/
def HasTotalCharge {m n Q : Type*} [Add Q] (a : m → Q) (b : n → Q) (N : Q)
    (ψ : Matrix m n ℂ) : Prop :=
  ∀ s t, a s + b t ≠ N → ψ s t = 0

/-- The block of `ψ` in which the left part has charge `q` and the right part has the charge
that completes `q` to `N`. -/
def sector {m n Q : Type*} [Add Q] (a : m → Q) (b : n → Q) (N : Q)
    (ψ : Matrix m n ℂ) (q : Q) : Matrix {s // a s = q} {t // q + b t = N} ℂ :=
  ψ.submatrix Subtype.val Subtype.val

/-- The reduced density matrix of the left part, `ψ ψ*`. -/
def reducedDensity {m n : Type*} [Fintype n] (ψ : Matrix m n ℂ) : Matrix m m ℂ :=
  ψ * ψᴴ

/-- A state has total particle number `N` exactly when it satisfies the eigenvalue equation
of the total number operator, the sum of the number operators of the two parts. -/
theorem hasTotalCharge_iff_number_eigenstate [DecidableEq m] [DecidableEq n]
    (a : m → ℕ) (b : n → ℕ) (N : ℕ) (ψ : Matrix m n ℂ) :
    HasTotalCharge a b N ψ ↔
      diagonal (fun s => (a s : ℂ)) * ψ + ψ * diagonal (fun t => (b t : ℂ)) = (N : ℂ) • ψ := by
  constructor
  · intro h
    ext s t
    simp only [Matrix.add_apply, Matrix.diagonal_mul, Matrix.mul_diagonal, Matrix.smul_apply,
      smul_eq_mul]
    by_cases hc : a s + b t = N
    · rw [← hc]
      push_cast
      ring
    · rw [h s t hc]
      ring
  · intro h s t hc
    have e := congrFun (congrFun h s) t
    simp only [Matrix.add_apply, Matrix.diagonal_mul, Matrix.mul_diagonal, Matrix.smul_apply,
      smul_eq_mul] at e
    have hne : (a s : ℂ) + b t - N ≠ 0 := by
      intro h0
      apply hc
      exact_mod_cast sub_eq_zero.mp h0
    have hz : ((a s : ℂ) + b t - N) * ψ s t = 0 := by linear_combination e
    exact (mul_eq_zero.mp hz).resolve_left hne

omit [Fintype m] in
/-- The reduced density matrix has no elements between states of different charge. -/
theorem reducedDensity_eq_zero {a : m → Q} {b : n → Q} {N : Q} {ψ : Matrix m n ℂ}
    (h : HasTotalCharge a b N ψ) {s s' : m} (hs : a s ≠ a s') :
    reducedDensity ψ s s' = 0 := by
  rw [reducedDensity, Matrix.mul_apply]
  refine Finset.sum_eq_zero fun t _ => ?_
  by_cases hc : a s + b t = N
  · -- the same column cannot complete both charges to `N`
    have hc' : a s' + b t ≠ N := fun h' => hs (add_right_cancel (hc.trans h'.symm))
    rw [Matrix.conjTranspose_apply, h s' t hc', star_zero, mul_zero]
  · rw [h s t hc, zero_mul]

omit [Fintype m] in
/-- On rows of charge `q`, the state matrix acts through its sector `q` alone. -/
theorem sector_mulVec {a : m → Q} {b : n → Q} {N : Q} {ψ : Matrix m n ℂ}
    (h : HasTotalCharge a b N ψ) (q : Q) (x : n → ℂ) (s : {s // a s = q}) :
    (sector a b N ψ q *ᵥ fun t => x t.1) s = (ψ *ᵥ x) s.1 := by
  have hsplit := Fintype.sum_subtype_add_sum_subtype (fun t => q + b t = N)
    (fun t => ψ s.1 t * x t)
  have hz : ∑ t : {t // ¬ (q + b t = N)}, ψ s.1 t.1 * x t.1 = 0 := by
    refine Finset.sum_eq_zero fun t _ => ?_
    rw [h s.1 t.1 (by rw [s.2]; exact t.2), zero_mul]
  rw [hz, add_zero] at hsplit
  exact hsplit

omit [Fintype m] in
/-- The charge-`q` block of the reduced density matrix is the sector `q` of the state times
its adjoint. -/
theorem reducedDensity_block {a : m → Q} {b : n → Q} {N : Q} {ψ : Matrix m n ℂ}
    (h : HasTotalCharge a b N ψ) (q : Q) :
    (reducedDensity ψ).submatrix (Subtype.val : {s // a s = q} → m) Subtype.val =
      sector a b N ψ q * (sector a b N ψ q)ᴴ := by
  ext s s'
  exact (sector_mulVec h q (fun t => star (ψ s'.1 t)) s).symm

/-- The rank of a state matrix of fixed total charge is the sum of the ranks of its sectors,
taken over the charges that occur in the left part. -/
theorem rank_eq_sum_sectors {a : m → Q} {b : n → Q} {N : Q} {ψ : Matrix m n ℂ}
    (h : HasTotalCharge a b N ψ) :
    ψ.rank = ∑ q ∈ univ.image a, (sector a b N ψ q).rank := by
  -- restriction to the rows of charge `q` maps the range of `ψ` into that of the sector
  have hmem : ∀ q : ↥(univ.image a), ∀ v ∈ LinearMap.range ψ.mulVecLin,
      LinearMap.funLeft ℂ ℂ (Subtype.val : {s // a s = q.1} → m) v ∈
        LinearMap.range (sector a b N ψ q.1).mulVecLin := by
    rintro q _ ⟨x, rfl⟩
    exact ⟨fun t => x t.1, funext fun s => sector_mulVec h q.1 x s⟩
  let F : LinearMap.range ψ.mulVecLin →ₗ[ℂ]
      (∀ q : ↥(univ.image a), LinearMap.range (sector a b N ψ q.1).mulVecLin) :=
    LinearMap.pi fun q => LinearMap.restrict _ (hmem q)
  have hinj : Function.Injective F := by
    intro v w hvw
    apply Subtype.ext
    funext s
    exact congrFun (congrArg Subtype.val
      (congrFun hvw ⟨a s, mem_image_of_mem a (mem_univ s)⟩)) ⟨s, rfl⟩
  have hsurj : Function.Surjective F := by
    intro w
    choose x hx using fun q => (w q).2
    -- glue the preimages: each column belongs to at most one sector
    let X : n → ℂ := fun t => ∑ q : ↥(univ.image a),
      if hq : q.1 + b t = N then x q ⟨t, hq⟩ else 0
    have hX : ∀ q : ↥(univ.image a), (fun t : {t // q.1 + b t = N} => X t.1) = x q := by
      intro q
      funext t
      refine (Fintype.sum_eq_single q fun q' hq' => ?_).trans (dif_pos t.2)
      exact dif_neg fun h' => hq' (Subtype.ext (add_right_cancel (h'.trans t.2.symm)))
    refine ⟨⟨ψ.mulVecLin X, ⟨X, rfl⟩⟩, ?_⟩
    funext q
    apply Subtype.ext
    funext s
    have h1 := sector_mulVec h q.1 X s
    rw [hX q] at h1
    exact h1.symm.trans (congrFun (hx q) s)
  calc ψ.rank = Module.finrank ℂ
        (∀ q : ↥(univ.image a), LinearMap.range (sector a b N ψ q.1).mulVecLin) :=
        (LinearEquiv.ofBijective F ⟨hinj, hsurj⟩).finrank_eq
    _ = ∑ q : ↥(univ.image a), (sector a b N ψ q.1).rank := Module.finrank_pi_fintype ℂ
    _ = _ := Finset.sum_coe_sort _ (fun q => (sector a b N ψ q).rank)

/-- For a state of `N` particles, the rank of the state matrix is the sum of the sector ranks
over the left particle numbers `0, …, N`. -/
theorem rank_eq_sum_particle_number {a : m → ℕ} {b : n → ℕ} {N : ℕ} {ψ : Matrix m n ℂ}
    (h : HasTotalCharge a b N ψ) :
    ψ.rank = ∑ q ∈ range (N + 1), (sector a b N ψ q).rank := by
  rw [rank_eq_sum_sectors h]
  -- both sums agree with the sum over the union, as the extra sectors are empty
  have h1 : ∑ q ∈ univ.image a, (sector a b N ψ q).rank =
      ∑ q ∈ univ.image a ∪ range (N + 1), (sector a b N ψ q).rank := by
    refine Finset.sum_subset subset_union_left fun q _ hq => ?_
    have h0 : sector a b N ψ q = 0 := by
      ext s t
      exact absurd (mem_image.mpr ⟨s.1, mem_univ _, s.2⟩) hq
    rw [h0, Matrix.rank_zero]
  have h2 : ∑ q ∈ range (N + 1), (sector a b N ψ q).rank =
      ∑ q ∈ univ.image a ∪ range (N + 1), (sector a b N ψ q).rank := by
    refine Finset.sum_subset subset_union_right fun q _ hq => ?_
    have h0 : sector a b N ψ q = 0 := by
      ext s t
      have ht := t.2
      exact absurd (mem_range.mpr (by omega)) hq
    rw [h0, Matrix.rank_zero]
  exact h1.trans h2.symm

/-- The rank of the reduced density matrix is the sum of the ranks of the sectors of the
state. -/
theorem rank_reducedDensity {a : m → Q} {b : n → Q} {N : Q} {ψ : Matrix m n ℂ}
    (h : HasTotalCharge a b N ψ) :
    (reducedDensity ψ).rank = ∑ q ∈ univ.image a, (sector a b N ψ q).rank := by
  rw [reducedDensity, Matrix.rank_self_mul_conjTranspose, rank_eq_sum_sectors h]

/-- One particle shared between two sites, with amplitudes `α` (right) and `β` (left), has total
particle number one. -/
theorem hasTotalCharge_witness (α β : ℂ) :
    HasTotalCharge (fun s : Fin 2 => s.val) (fun t : Fin 2 => t.val) 1 !![0, α; β, 0] := by
  intro s t hst
  fin_cases s <;> fin_cases t <;> simp at hst ⊢

end SymmetricSchmidtRank
```

```lean
#print axioms SymmetricSchmidtRank.reducedDensity_block
-- 'SymmetricSchmidtRank.reducedDensity_block' depends on axioms: [propext, Classical.choice, Quot.sound]
#print axioms SymmetricSchmidtRank.rank_eq_sum_sectors
-- 'SymmetricSchmidtRank.rank_eq_sum_sectors' depends on axioms: [propext, Classical.choice, Quot.sound]
#print axioms SymmetricSchmidtRank.rank_eq_sum_particle_number
-- 'SymmetricSchmidtRank.rank_eq_sum_particle_number' depends on axioms: [propext, Classical.choice, Quot.sound]
#print axioms SymmetricSchmidtRank.rank_reducedDensity
-- 'SymmetricSchmidtRank.rank_reducedDensity' depends on axioms: [propext, Classical.choice, Quot.sound]
```

## How the theorems map to the physics, and their limits

`HasTotalCharge a b N ψ` is the support condition, `sector a b N ψ q` is $\psi_q$, and `reducedDensity ψ` is $\rho$. The charge type `Q` is a commutative monoid with cancellation. The index types `m` and `n` are finite and may be empty. Normalisation is not assumed: $\rho$ has trace one only if $\psi$ is normalised, and the zero matrix is allowed, so `hasTotalCharge_iff_number_eigenstate` characterises solutions of the eigenvalue equation, including zero.

The theorems about $\rho$, the sectors and the ranks all assume `HasTotalCharge a b N ψ`, even where a docstring does not repeat it. `reducedDensity_eq_zero` carries out the cancellation argument term by term. `sector_mulVec` splits the sum over columns into those inside and outside the sector and shows that the second part vanishes. `reducedDensity_block` applies it to the vector $x(t)=\overline{\psi(s',t)}$.

In `rank_eq_sum_sectors`, `hmem` shows that restriction lands in the sector ranges, `hinj` and `hsurj` prove that `F` is bijective, and the final `calc` compares dimensions. The glued vector is `X`, and `hX` checks its restrictions. `rank_eq_sum_particle_number` compares both sums with one over the union of their ranges, and `rank_reducedDensity` uses the equality of the ranks of $\psi\psi^*$ and $\psi$.

`hasTotalCharge_witness` supplies an example: one particle on two sites, with amplitude $\alpha$ for the right site and $\beta$ for the left, normalised when $|\alpha|^2+|\beta|^2=1$.

The rank is that of exact complex matrices. The theorems give no bound on truncation error and no rule for choosing a numerical threshold. They treat one cut, not a whole chain of tensors, and additive charges, not the multiplet structure of total spin. For fermions, the ordering signs must already be contained in the coefficients $\psi(s,t)$.
